# The matrix entries of a time-reversed spin-1/2 operator

For an operator on the state space of a single spin-1/2, written as a matrix M in the basis of σ_z eigenstates, the time-reversed operator is σ_y M* σ_y, where M* is the entrywise complex conjugate of M. The lemma gives its entries: the diagonal entries of M are conjugated and exchanged, and the off-diagonal entries are conjugated, exchanged and negated. M is any complex 2×2 matrix, and need not be Hermitian or have unit trace. The attempt checks the four entries one by one, expanding the matrix products with `simp`, rearranging with `ring_nf`, and calling `simp` again to use i² = −1.

The failing Lean file:

```lean
import Mathlib

open Matrix ComplexConjugate

namespace ReversedEq

noncomputable section

/-- The Pauli matrix `σ_y`. -/
def σy : Matrix (Fin 2) (Fin 2) ℂ := !![0, -Complex.I; Complex.I, 0]

/-- The time-reversed operator `σ_y M* σ_y`, where `M*` is the entrywise conjugate. -/
def reversed (M : Matrix (Fin 2) (Fin 2) ℂ) : Matrix (Fin 2) (Fin 2) ℂ :=
  σy * M.map (starRingEnd ℂ) * σy

/-- The entries of the time-reversed operator. -/
theorem reversed_eq (M : Matrix (Fin 2) (Fin 2) ℂ) :
    reversed M = !![conj (M 1 1), -conj (M 1 0); -conj (M 0 1), conj (M 0 0)] := by
  ext i j
  fin_cases i <;> fin_cases j <;>
    simp [reversed, σy, Matrix.mul_apply, Fin.sum_univ_two] <;>
    ring_nf <;> simp [Complex.I_sq]

end

end ReversedEq
```

Lean reports:

```
Main.lean:22:16: error: `simp` made no progress

Note: The target expression is not type-correct under the `implicit` transparency level, which may have triggered the failure. This is usually caused by unfolding of semireducible definitions in prior tactic steps. Use `set_option linter.tacticCheckInstances true` to investigate the source of the issue.
Full error:
  function expected
    M 1
Main.lean:22:16: error: `simp` made no progress

Note: The target expression is not type-correct under the `implicit` transparency level, which may have triggered the failure. This is usually caused by unfolding of semireducible definitions in prior tactic steps. Use `set_option linter.tacticCheckInstances true` to investigate the source of the issue.
Full error:
  function expected
    M 1
Main.lean:22:16: error: `simp` made no progress

Note: The target expression is not type-correct under the `implicit` transparency level, which may have triggered the failure. This is usually caused by unfolding of semireducible definitions in prior tactic steps. Use `set_option linter.tacticCheckInstances true` to investigate the source of the issue.
Full error:
  function expected
    M 0
Main.lean:22:16: error: `simp` made no progress

Note: The target expression is not type-correct under the `implicit` transparency level, which may have triggered the failure. This is usually caused by unfolding of semireducible definitions in prior tactic steps. Use `set_option linter.tacticCheckInstances true` to investigate the source of the issue.
Full error:
  function expected
    M 0
```

Cause. The four errors, one for each entry, all come from the last `simp`, which could change nothing in the goal that `ring_nf` left. Lean's note suggests why. The goal contains entries of `M` such as `M 1 1`, where `M` is applied as a function, but its type is `Matrix`, and Lean must unfold that definition to see a function. At the `implicit` transparency level it does not, hence "function expected". Lean says only that this may have triggered the failure.

The repair keeps the entries of `M` out of the algebra. `hI` proves that i·x·i = −x for any complex number x, and `key` uses it to compute the product with σ_y on both sides for a matrix of arbitrary numbers `a`, `b`, `c`, `d`. There `simp` meets plain complex variables, and neither `ring_nf` nor a second `simp` is needed. `hM` writes the conjugated matrix out by its entries, and each of the four equalities holds by definition (`rfl`). The final `rw` unfolds `reversed` and applies `hM` and `key`, which gives the stated matrix.

Fix (accepted with no message):

```diff
@@ -17,8 +17,18 @@
 theorem reversed_eq (M : Matrix (Fin 2) (Fin 2) ℂ) :
     reversed M = !![conj (M 1 1), -conj (M 1 0); -conj (M 0 1), conj (M 0 0)] := by
-  ext i j
-  fin_cases i <;> fin_cases j <;>
-    simp [reversed, σy, Matrix.mul_apply, Fin.sum_univ_two] <;>
-    ring_nf <;> simp [Complex.I_sq]
+  have hI : ∀ x : ℂ, Complex.I * x * Complex.I = -x := by
+    intro x
+    linear_combination x * Complex.I_sq
+  -- conjugation by `σ_y` for a matrix with arbitrary entries
+  have key : ∀ a b c d : ℂ, σy * !![a, b; c, d] * σy = !![d, -c; -b, a] := by
+    intro a b c d
+    ext i j
+    fin_cases i <;> fin_cases j <;>
+      simp [σy, Matrix.mul_apply, Fin.sum_univ_two, hI]
+  have hM : M.map (starRingEnd ℂ)
+      = !![conj (M 0 0), conj (M 0 1); conj (M 1 0), conj (M 1 1)] := by
+    ext i j
+    fin_cases i <;> fin_cases j <;> rfl
+  rw [reversed, hM, key]
 
 end
```
